# The strain derivative of a GGA grid energy under charge-conserving deformation

## A crystal cell under strain

A density-functional calculation of a crystal can evaluate the exchange-correlation energy as a sum over grid points held at fixed fractional coordinates in the cell. When the cell is strained, the points move with it. The volume belonging to each point can change, and so can the density and its gradient there. What is the first-order change of the energy?

Label the grid points by $p$, with volume weight $w_p$, density $n_p$ and density gradient $g_p$, and put $\gamma_p=g_p\cdot g_p$. A generalised gradient approximation (GGA) has an energy density $f(n,\gamma)$, taken here as energy per unit volume. Let $F$ be the deformation matrix and $J=\det F$, with $J>0$ for a physical deformation.

The density is assumed to be carried along with the deformation, each volume element keeping its charge. If $n(x)$ is the old density and $n'$ the new one, then $J\,n'(Fx)=n(x)$. Along a line in direction $v$ through the displaced point $Fr$,
$$n'(Fr+sv)=J^{-1}n(r+sF^{-1}v).$$
With $g$ the gradient of $n$ at $r$ and $F^{-T}$ the transpose of $F^{-1}$, the derivative at $s=0$ is $J^{-1}g\cdot F^{-1}v=(J^{-1}F^{-T}g)\cdot v$. So the scaling is
$$w\to wJ,\qquad n\to n/J,\qquad g\to F^{-T}g/J.$$

## The energy and its derivative

The deformed energy is
$$E(F)=\sum_p w_pJ\,f\big(n_p/J,\ |F^{-T}g_p/J|^2\big).$$
Write $f_n$ and $f_\gamma$ for the partial derivatives of $f$ at $(n_p,\gamma_p)$. If $f$ is differentiable at these points, then for every real square matrix $e$, symmetric or not,
$$\frac{d}{dt}E(1+te)\Big|_{0}=\sum_p w_p\Big[\operatorname{tr}(e)\,(f-nf_n-2\gamma f_\gamma)-2f_\gamma\,g^Teg\Big]_p .$$

In Lean, the finite type `ι` indexes the Cartesian axes and `P` the grid points, so the dimension is arbitrary. The functions `strainedGrad` and `energy` are the gradient rule and $E(F)$, while `fn` and `fγ` are the partial derivatives, obtained by applying `fderiv` to `(1, 0)` and `(0, 1)`. The theorem `hasDerivAt_energy` says that $t\mapsto E(1+te)$ is differentiable at $0$ with the derivative above. Its hypothesis `hf` asks for differentiability only at the sampled points. Where $\gamma_p=0$, this includes differentiability towards negative $\gamma$, so $f$ needs a suitable extension there; where $n_p=0$ the same holds for negative $n$.

The energy theorem takes the scaling as the definition of `energy`; `isGradAt_strained` separately derives the gradient rule from the relation $J\,n'(Fx)=n(x)$ for any invertible $F$; this relation is charge conservation when $J>0$. The predicate `IsGradAt` means that $g$ gives all directional derivatives.

This is the semilocal exchange-correlation term in a stress calculation, for a spin-unpolarised density that follows the strain by the stated scaling. A core density fixed to the atoms scales differently, and the other energy terms are absent.

## First-order expansion

**Volume.** In the permutation expansion of $\det(1+te)$, every permutation except the identity moves at least two indices and contributes at order $t^2$ or higher. The identity gives $\prod_i(1+te_{ii})$. With $J(t)=\det(1+te)$, and a prime from here on meaning $d/dt$, this gives $J'(0)=\operatorname{tr}e$, and $(1/J)'(0)=-\operatorname{tr}e$.

**Inverse.** Let $A=1+te$. For small $t$ it is invertible, and $A^{-1}A=1$ gives $A^{-1}=1-tA^{-1}e$. Therefore
$$\frac{A^{-1}-1}{t}=-A^{-1}e\ \longrightarrow\ -e .$$

**Squared gradient.** The product rule gives $(J^{-1}A^{-T}g)'(0)=-\operatorname{tr}(e)\,g-e^Tg$. Taking twice the dot product with $g$, and using $g^Te^Tg=g^Teg$,
$$\gamma'(0)=-2\operatorname{tr}(e)\,\gamma-2g^Teg .$$

**Energy.** The density changes at the rate $-n\operatorname{tr}e$. The product and chain rules give, at each point,
$$w\big[\operatorname{tr}(e)f-n\operatorname{tr}(e)f_n+f_\gamma(-2\operatorname{tr}(e)\gamma-2g^Teg)\big],$$
which is the summand of the theorem.

## The stress matrix and uniform dilation

Since $\operatorname{tr}(gg^Te)=g^Teg$, the derivative equals $\operatorname{tr}(\sigma e)$ with
$$\sigma=\sum_p w_p\big[(f-nf_n-2\gamma f_\gamma)\,1-2f_\gamma\,gg^T\big]_p .$$
This is `stress` in Lean. The statements about derivatives in this section, uniqueness included, keep the hypothesis that $f$ is differentiable at the sampled points. The matrix $\sigma$ is an integrated quantity: dividing it by the cell volume gives the stress contribution, with tension positive.

The matrix $\sigma$ is symmetric, and it is the only symmetric matrix that reproduces the response to all symmetric strains. If $S$ is another candidate, put $D=S-\sigma$ and test both on $e=D$. Then $0=\operatorname{tr}(D^2)=\sum_{ij}D_{ij}^2$, so $D=0$.

For uniform dilation in $d$ dimensions, $e=1$, $\operatorname{tr}e=d$ and $g^Teg=\gamma$, so the derivative is
$$\sum_p w_p\big[d(f-nf_n)-2(d+1)\gamma f_\gamma\big]_p .$$
For $d\ge1$ and cell volume $V>0$, dividing by $-d\cdot V$, the dimension times the volume with a minus sign, gives the pressure contribution.

## One grid point in three dimensions

Take $f(n,\gamma)=n^2+\gamma$, $w=2$, $n=1$ and $g=(2,0,0)$, in arbitrary units. This $f$ is chosen for easy arithmetic and is not a physical exchange-correlation functional. Then $\gamma=4$, $f=5$, $f_n=2$ and $f_\gamma=1$. Stretching along the first axis gives
$$E=2\left[(1+t)^{-1}+4(1+t)^{-3}\right],\qquad E'(0)=2(-1-12)=-26 .$$
The theorem gives $2[(5-2-8)-2\cdot4]=-26$. Stretching along the second axis leaves only the isotropic part, $2(-5)=-10$. Thus $\sigma=\operatorname{diag}(-26,-10,-10)$. Its trace $-46$ agrees with the dilation formula, $2[3\cdot3-2\cdot4\cdot4]$.

## The Lean file

```lean
import Mathlib

open Matrix

namespace GGAStress

noncomputable section

variable {ι P : Type*} [Fintype ι] [DecidableEq ι] [Fintype P]

/-- The density gradient after the deformation `F`: `g` becomes `F⁻ᵀ g / det F`. -/
def strainedGrad (F : Matrix ι ι ℝ) (g : ι → ℝ) : ι → ℝ :=
  (F.det)⁻¹ • ((F⁻¹)ᵀ *ᵥ g)

/-- The GGA energy on the deformed grid: weights scale with `det F`, densities with its inverse,
and the energy density `f` depends on the density and the squared gradient. -/
def energy (f : ℝ × ℝ → ℝ) (w n : P → ℝ) (g : P → ι → ℝ) (F : Matrix ι ι ℝ) : ℝ :=
  ∑ p, w p * F.det * f (n p / F.det, strainedGrad F (g p) ⬝ᵥ strainedGrad F (g p))

/-- The partial derivative of `f` with respect to the density, at density `ν` and gradient `g`. -/
def fn (f : ℝ × ℝ → ℝ) (ν : ℝ) (g : ι → ℝ) : ℝ := fderiv ℝ f (ν, g ⬝ᵥ g) (1, 0)

/-- The partial derivative of `f` with respect to the squared gradient, at density `ν` and
gradient `g`. -/
def fγ (f : ℝ × ℝ → ℝ) (ν : ℝ) (g : ι → ℝ) : ℝ := fderiv ℝ f (ν, g ⬝ᵥ g) (0, 1)

/-- The integrated GGA stress: an isotropic part plus a part built from `g gᵀ`, summed over
the grid. -/
def stress (f : ℝ × ℝ → ℝ) (w n : P → ℝ) (g : P → ι → ℝ) : Matrix ι ι ℝ :=
  ∑ p, w p • ((f (n p, g p ⬝ᵥ g p) - n p * fn f (n p) (g p)
    - 2 * (g p ⬝ᵥ g p) * fγ f (n p) (g p)) • (1 : Matrix ι ι ℝ)
    - (2 * fγ f (n p) (g p)) • vecMulVec (g p) (g p))

/-- The vector `g` gives all directional derivatives of the density `ρ` at the point `r`. -/
def IsGradAt (ρ : (ι → ℝ) → ℝ) (g r : ι → ℝ) : Prop :=
  ∀ v : ι → ℝ, HasDerivAt (fun s : ℝ => ρ (r + s • v)) (g ⬝ᵥ v) 0

/-- Let `F` be invertible and `det F * ρ' (F x) = ρ x` for all `x`, which is local charge
conservation when `det F > 0`. If `ρ` has gradient `g` at `r`, then `ρ'` has gradient `F⁻ᵀ g / det
F` at `F r`. -/
theorem isGradAt_strained (F : Matrix ι ι ℝ) (hF : F.det ≠ 0) (ρ ρ' : (ι → ℝ) → ℝ)
    (hρ : ∀ x, F.det * ρ' (F *ᵥ x) = ρ x) (g r : ι → ℝ) (hg : IsGradAt ρ g r) :
    IsGradAt ρ' (strainedGrad F g) (F *ᵥ r) := by
  intro v
  -- pull the displaced line back to the undeformed crystal
  have key : (fun s : ℝ => ρ' (F *ᵥ r + s • v)) =
      fun s : ℝ => (F.det)⁻¹ * ρ (r + s • (F⁻¹ *ᵥ v)) := by
    funext s
    rw [← hρ (r + s • (F⁻¹ *ᵥ v)), Matrix.mulVec_add, Matrix.mulVec_smul, Matrix.mulVec_mulVec,
      Matrix.mul_nonsing_inv _ (isUnit_iff_ne_zero.mpr hF), Matrix.one_mulVec,
      inv_mul_cancel_left₀ hF]
  rw [key]
  refine ((hg (F⁻¹ *ᵥ v)).const_mul (F.det)⁻¹).congr_deriv ?_
  rw [strainedGrad, smul_dotProduct, Matrix.mulVec_transpose, Matrix.dotProduct_mulVec,
    smul_eq_mul]

/-- To first order in the strain, the relative volume `det (1 + t e)` changes by the trace of the
strain. -/
theorem hasDerivAt_det (e : Matrix ι ι ℝ) :
    HasDerivAt (fun t : ℝ => (1 + t • e).det) e.trace 0 := by
  obtain ⟨q, hq⟩ : ∃ q : Polynomial ℝ, ∀ t : ℝ,
      (1 + t • e).det = 1 + e.trace * t + q.eval t * t ^ 2 :=
    ⟨_, fun t => Matrix.det_one_add_smul t e⟩
  have h1 := ((hasDerivAt_id' (0 : ℝ)).const_mul e.trace).const_add 1
  have h2 := (q.hasDerivAt 0).fun_mul (hasDerivAt_pow 2 (0 : ℝ))
  rw [show (fun t : ℝ => (1 + t • e).det) = _ from funext hq]
  exact (h1.fun_add h2).congr_deriv (by simp)

/-- To first order in the strain, each entry of the inverse deformation changes by minus the
corresponding entry of the strain. -/
theorem hasDerivAt_inv_entry (e : Matrix ι ι ℝ) (i j : ι) :
    HasDerivAt (fun t : ℝ => (1 + t • e)⁻¹ i j) (-(e i j)) 0 := by
  have hA : Continuous fun t : ℝ => (1 + t • e : Matrix ι ι ℝ) :=
    continuous_const.add (continuous_id.smul continuous_const)
  have hc : ContinuousAt (fun t : ℝ => ((1 + t • e)⁻¹ * e) i j) 0 := by
    have heq : (fun t : ℝ => ((1 + t • e)⁻¹ * e) i j) =
        fun t : ℝ => ((1 + t • e).det)⁻¹ * ((1 + t • e).adjugate * e) i j := by
      funext t
      rw [Matrix.inv_def, Ring.inverse_eq_inv, Matrix.smul_mul, Matrix.smul_apply, smul_eq_mul]
    rw [heq]
    exact (hA.matrix_det.continuousAt.inv₀ (by simp)).mul
      ((hA.matrix_adjugate.matrix_mul continuous_const).matrix_elem i j).continuousAt
  -- a continuous function times `t` has its value at zero as derivative
  have h : HasDerivAt (fun t : ℝ => t * ((1 + t • e)⁻¹ * e) i j)
      (((1 + (0 : ℝ) • e)⁻¹ * e) i j) 0 := by
    rw [hasDerivAt_iff_tendsto_slope]
    refine (hc.tendsto.mono_left nhdsWithin_le_nhds).congr' ?_
    filter_upwards [self_mem_nhdsWithin] with t ht
    have ht' : t ≠ 0 := ht
    rw [slope_def_field, zero_mul, sub_zero, sub_zero, mul_div_cancel_left₀ _ ht']
  refine ((h.const_sub ((1 : Matrix ι ι ℝ) i j)).congr_of_eventuallyEq ?_).congr_deriv (by simp)
  filter_upwards [(hasDerivAt_det e).continuousAt.eventually_ne
    (by simp : (1 + (0 : ℝ) • e).det ≠ 0)] with t ht
  have h1 := Matrix.nonsing_inv_mul (1 + t • e) (isUnit_iff_ne_zero.mpr ht)
  rw [mul_add, mul_one, Matrix.mul_smul] at h1
  have h2 := congrFun (congrFun h1 i) j
  simp only [Matrix.add_apply, Matrix.smul_apply, smul_eq_mul] at h2
  linarith

lemma hasDerivAt_inv_det (e : Matrix ι ι ℝ) :
    HasDerivAt (fun t : ℝ => ((1 + t • e).det)⁻¹) (-e.trace) 0 := by
  have h := (hasDerivAt_det e).inv (by simp)
  exact h.congr_deriv (by simp)

/-- The first-order change of the squared density gradient under the strain `e`. -/
theorem hasDerivAt_gamma (e : Matrix ι ι ℝ) (g : ι → ℝ) :
    HasDerivAt (fun t : ℝ => strainedGrad (1 + t • e) g ⬝ᵥ strainedGrad (1 + t • e) g)
      (-2 * e.trace * (g ⬝ᵥ g) - 2 * (g ⬝ᵥ e *ᵥ g)) 0 := by
  have comp : ∀ i, HasDerivAt (fun t : ℝ => strainedGrad (1 + t • e) g i)
      (-(e.trace * g i) - ∑ j, e j i * g j) 0 := by
    intro i
    have hs : HasDerivAt (fun t : ℝ => ∑ j, (1 + t • e)⁻¹ j i * g j)
        (∑ j, -(e j i) * g j) 0 :=
      HasDerivAt.fun_sum fun j _ => (hasDerivAt_inv_entry e j i).mul_const (g j)
    have h0 : (((1 + (0 : ℝ) • e)⁻¹)ᵀ *ᵥ g) i = g i := by simp
    have hdet : (1 + (0 : ℝ) • e).det = 1 := by simp
    refine HasDerivAt.congr_deriv ((hasDerivAt_inv_det e).fun_mul hs) ?_
    simp only [h0, hdet, neg_mul, Finset.sum_neg_distrib, inv_one]
    ring
  have hs : strainedGrad (1 + (0 : ℝ) • e) g = g := by simp [strainedGrad]
  have hq : g ⬝ᵥ e *ᵥ g = ∑ i, g i * ∑ j, e j i * g j := by
    rw [Matrix.dotProduct_mulVec, dotProduct_comm]
    refine Finset.sum_congr rfl fun i _ => ?_
    exact congrArg (g i * ·) (Finset.sum_congr rfl fun j _ => mul_comm _ _)
  refine HasDerivAt.congr_deriv
    (HasDerivAt.fun_sum fun i _ => (comp i).fun_mul (comp i)) ?_
  rw [hq]
  simp only [hs, dotProduct]
  rw [Finset.mul_sum, Finset.mul_sum, ← Finset.sum_sub_distrib]
  exact Finset.sum_congr rfl fun i _ => by ring

/-- GGA stress theorem: the derivative of the grid energy along any strain `e`, in terms of the
energy density and its two partial derivatives. -/
theorem hasDerivAt_energy (f : ℝ × ℝ → ℝ) (w n : P → ℝ) (g : P → ι → ℝ)
    (hf : ∀ p, DifferentiableAt ℝ f (n p, g p ⬝ᵥ g p)) (e : Matrix ι ι ℝ) :
    HasDerivAt (fun t : ℝ => energy f w n g (1 + t • e))
      (∑ p, w p * (e.trace * (f (n p, g p ⬝ᵥ g p) - n p * fn f (n p) (g p)
        - 2 * (g p ⬝ᵥ g p) * fγ f (n p) (g p))
        - 2 * fγ f (n p) (g p) * (g p ⬝ᵥ e *ᵥ g p))) 0 := by
  have hlin : ∀ (L : ℝ × ℝ →L[ℝ] ℝ) (a b : ℝ), L (a, b) = a * L (1, 0) + b * L (0, 1) := by
    intro L a b
    have h : ((a, b) : ℝ × ℝ) = a • ((1, 0) : ℝ × ℝ) + b • ((0, 1) : ℝ × ℝ) := by
      ext <;> simp
    rw [h, map_add, map_smul, map_smul, smul_eq_mul, smul_eq_mul]
  have hdet : (1 + (0 : ℝ) • e).det = 1 := by simp
  have hs : ∀ v, strainedGrad (1 + (0 : ℝ) • e) v = v := fun v => by simp [strainedGrad]
  refine HasDerivAt.fun_sum fun p _ => ?_
  have hN : HasDerivAt (fun t : ℝ => n p / (1 + t • e).det) (n p * -e.trace) 0 := by
    simp only [div_eq_mul_inv]
    exact (hasDerivAt_inv_det e).const_mul (n p)
  have hf' : HasFDerivAt f (fderiv ℝ f (n p, g p ⬝ᵥ g p)) (n p / (1 + (0 : ℝ) • e).det,
      strainedGrad (1 + (0 : ℝ) • e) (g p) ⬝ᵥ strainedGrad (1 + (0 : ℝ) • e) (g p)) := by
    rw [hdet, hs, div_one]
    exact (hf p).hasFDerivAt
  -- chain rule through density and squared gradient, then product rule with the volume
  have hcomp : HasDerivAt (fun t : ℝ => f (n p / (1 + t • e).det,
      strainedGrad (1 + t • e) (g p) ⬝ᵥ strainedGrad (1 + t • e) (g p))) _ 0 :=
    hf'.comp_hasDerivAt (0 : ℝ) (hN.prodMk (hasDerivAt_gamma e (g p)))
  refine HasDerivAt.congr_deriv (((hasDerivAt_det e).const_mul (w p)).fun_mul hcomp) ?_
  rw [hlin]
  simp only [hdet, hs, div_one, fn, fγ]
  ring

/-- The derivative of the grid energy along `e` is the trace of the integrated stress
times `e`. -/
theorem hasDerivAt_energy_stress (f : ℝ × ℝ → ℝ) (w n : P → ℝ) (g : P → ι → ℝ)
    (hf : ∀ p, DifferentiableAt ℝ f (n p, g p ⬝ᵥ g p)) (e : Matrix ι ι ℝ) :
    HasDerivAt (fun t : ℝ => energy f w n g (1 + t • e)) (stress f w n g * e).trace 0 := by
  have hv : ∀ v : ι → ℝ, (vecMulVec v v * e).trace = v ⬝ᵥ e *ᵥ v := by
    intro v
    rw [Matrix.trace_mul_comm]
    simp only [Matrix.trace, Matrix.diag_apply, Matrix.mul_apply, Matrix.vecMulVec_apply,
      dotProduct, Matrix.mulVec, Finset.mul_sum]
    exact Finset.sum_congr rfl fun i _ => Finset.sum_congr rfl fun j _ => by ring
  refine (hasDerivAt_energy f w n g hf e).congr_deriv ?_
  rw [stress, Finset.sum_mul, Matrix.trace_sum]
  refine Finset.sum_congr rfl fun p _ => ?_
  simp only [Matrix.smul_mul, sub_mul, one_mul, Matrix.trace_smul, Matrix.trace_sub, hv,
    smul_eq_mul]
  ring

/-- The integrated GGA stress is a symmetric matrix. -/
theorem stress_isSymm (f : ℝ × ℝ → ℝ) (w n : P → ℝ) (g : P → ι → ℝ) :
    (stress f w n g).IsSymm := by
  have hv : ∀ v : ι → ℝ, (vecMulVec v v)ᵀ = vecMulVec v v := by
    intro v
    ext i j
    simp only [Matrix.transpose_apply, Matrix.vecMulVec_apply, mul_comm]
  unfold Matrix.IsSymm stress
  simp only [Matrix.transpose_sum, Matrix.transpose_smul, Matrix.transpose_sub,
    Matrix.transpose_one, hv]

/-- A symmetric matrix that gives the energy derivative along every symmetric strain is the
integrated GGA stress. -/
theorem stress_unique (f : ℝ × ℝ → ℝ) (w n : P → ℝ) (g : P → ι → ℝ)
    (hf : ∀ p, DifferentiableAt ℝ f (n p, g p ⬝ᵥ g p)) (S : Matrix ι ι ℝ) (hS : S.IsSymm)
    (h : ∀ e : Matrix ι ι ℝ, e.IsSymm →
      HasDerivAt (fun t : ℝ => energy f w n g (1 + t • e)) (S * e).trace 0) :
    S = stress f w n g := by
  -- use the difference of the two candidates as the test strain
  obtain ⟨D, hD⟩ : ∃ D, D = S - stress f w n g := ⟨_, rfl⟩
  have hsym : D.IsSymm := by rw [hD]; exact hS.sub (stress_isSymm f w n g)
  have h1 := (h D hsym).unique (hasDerivAt_energy_stress f w n g hf D)
  have h2 : (D * D).trace = 0 := by
    nth_rewrite 1 [hD]
    rw [sub_mul, Matrix.trace_sub, h1, sub_self]
  have h3 : ∑ i, ∑ j, D i j ^ 2 = 0 := by
    rw [← h2]
    simp only [Matrix.trace, Matrix.diag_apply, Matrix.mul_apply]
    refine Finset.sum_congr rfl fun i _ => Finset.sum_congr rfl fun j _ => ?_
    rw [hsym.apply i j, sq]
  have h4 : D = 0 := by
    ext i j
    have hi := (Finset.sum_eq_zero_iff_of_nonneg
      (fun i _ => Finset.sum_nonneg fun j _ => sq_nonneg (D i j))).mp h3 i (Finset.mem_univ i)
    have hj := (Finset.sum_eq_zero_iff_of_nonneg
      (fun j _ => sq_nonneg (D i j))).mp hi j (Finset.mem_univ j)
    exact pow_eq_zero_iff (two_ne_zero) |>.mp hj
  exact sub_eq_zero.mp (hD.symm.trans h4)

/-- The derivative of the grid energy under uniform dilation in `d` dimensions, where `d` is the
number of Cartesian axes. -/
theorem hasDerivAt_energy_dilation (f : ℝ × ℝ → ℝ) (w n : P → ℝ) (g : P → ι → ℝ)
    (hf : ∀ p, DifferentiableAt ℝ f (n p, g p ⬝ᵥ g p)) :
    HasDerivAt (fun t : ℝ => energy f w n g (1 + t • (1 : Matrix ι ι ℝ)))
      (∑ p, w p * (Fintype.card ι * (f (n p, g p ⬝ᵥ g p) - n p * fn f (n p) (g p))
        - 2 * (Fintype.card ι + 1) * (g p ⬝ᵥ g p) * fγ f (n p) (g p))) 0 := by
  refine (hasDerivAt_energy f w n g hf 1).congr_deriv (Finset.sum_congr rfl fun p _ => ?_)
  simp only [Matrix.trace_one, Matrix.one_mulVec]
  ring

end

end GGAStress
```

```lean
#print axioms GGAStress.isGradAt_strained
#print axioms GGAStress.hasDerivAt_energy
#print axioms GGAStress.stress_unique
#print axioms GGAStress.hasDerivAt_energy_dilation
```

```
'GGAStress.isGradAt_strained' depends on axioms: [propext, Classical.choice, Quot.sound]
'GGAStress.hasDerivAt_energy' depends on axioms: [propext, Classical.choice, Quot.sound]
'GGAStress.stress_unique' depends on axioms: [propext, Classical.choice, Quot.sound]
'GGAStress.hasDerivAt_energy_dilation' depends on axioms: [propext, Classical.choice, Quot.sound]
```

## From the expansion to the Lean proof

`isGradAt_strained` rewrites the displaced line as a line in the undeformed crystal and differentiates it. `hasDerivAt_det` uses `Matrix.det_one_add_smul`, which writes the determinant as $1+t\operatorname{tr}e$ plus $t^2$ times a polynomial; `hasDerivAt_inv_det` then differentiates the reciprocal.

`hasDerivAt_inv_entry` works entry by entry. It obtains continuity of $A^{-1}e$ from the formula for the inverse as adjugate over determinant, then shows that $t$ times a continuous function has that function's value at zero as its derivative. The identity $A^{-1}=1-tA^{-1}e$ is used only near $t=0$, where the determinant is nonzero. `hasDerivAt_gamma` differentiates each component of the strained gradient and sums the squares.

`hasDerivAt_energy_stress` rewrites the energy derivative as a trace, `stress_isSymm` checks the transpose, and `stress_unique` carries out the test on $e=D$. `hasDerivAt_energy_dilation` substitutes the identity matrix for $e$.

## The chain rule through a pair

The main theorem turns on `HasFDerivAt.comp_hasDerivAt`, the chain rule for a real curve followed by a function of several variables. Here the curve is $t\mapsto\big(n_p/J,\ |A^{-T}g_p/J|^2\big)$ with $A=1+te$ and $J=\det A$; its derivative is assembled from those of the two components by `prodMk`. The result is the linear map `fderiv ℝ f` applied to the pair $(a,b)$, the rates of change of the density and of the squared gradient at $t=0$. The local fact `hlin` splits this value into $af_n+bf_\gamma$.

The rule needs the derivative of $f$ at the curve's position at $t=0$, which Lean first sees as an expression containing `1 + (0 : ℝ) • e`. The step `hf'` simplifies that position to $(n_p,\gamma_p)$, where `hf` applies. Finally `HasDerivAt.congr_deriv` replaces the derivative produced by the rules with the stated one, leaving an algebraic equality that `ring` closes.
